# In two or more dimensions, doubling the cell makes the inversion product on the new boundary face equal to 1

## Momenta, inversion matrices and face products

Consider $N$ bands of a non-interacting crystal in dimension $d=m+1$, symmetric under inversion about a fixed centre. Let $x$ be the direction along which the cell will be doubled. Only four values of the $x$ momentum are needed. Counted in quarters of the original reciprocal period, they are $k=0,1,2,3$ modulo 4, and the invariant ones are $0$ and $2$. The transverse momentum $p$ is restricted to invariant values. Each of its $m$ components is $0$ or $1$ in units of half a reciprocal period, which gives $2^m$ choices.

Inversion maps the bands at $(k,p)$ to those at $(-k,p)$ by an $N\times N$ matrix $S(k,p)$. Inverting twice changes nothing:
$$S(-k,p)\,S(k,p)=1 .$$
At $k=0,2$ this makes $S(k,p)$ its own inverse, so $\det S(k,p)=\pm1$ is the product of the inversion eigenvalues. The face product is
$$F_k=\prod_p \det S(k,p).$$
The weak index along $x$ means here $F_2$, the product over the zone-boundary face. It counts every band, including both members of a Kramers pair, and so differs from the $\mathbb Z_2$ index of time-reversal-invariant insulators, which takes one member per pair.

Doubling the cell halves the reciprocal period along $x$, so the momenta $q$ and $q+2$ are folded together. The new invariant values are $q=0$ and $q=1$. Write $\tilde S(q,p)$ for the inversion matrix on the $2N$ folded bands and $\tilde F_q$ for the product of its determinants over $p$. The crystal itself is unchanged; only the description is new.

## The determinants after folding

For $m\ge1$ the claim is
$$\tilde F_0\tilde F_1=F_0F_2,\qquad \tilde F_1=1 .$$

**An exchange of two spaces.** Let $A$ map one $N$-dimensional space to another and let $B$ map back, with $BA=1$. Multiplying by a shear of determinant one gives
$$\begin{pmatrix}0&B\\A&0\end{pmatrix}\begin{pmatrix}1&0\\A&1\end{pmatrix}=\begin{pmatrix}1&B\\A&0\end{pmatrix}.$$
Subtracting $A$ times the first block row from the second leaves $-AB$ in the lower corner and zero to its left. For square matrices $BA=1$ implies $AB=1$, so the determinant is $\det(-1)=(-1)^N$.

**The new centre.** At $q=0$ the folded momenta are $0$ and $2$, each its own negative. The matrix is block diagonal, so
$$\det\tilde S(0,p)=\det S(0,p)\,\det S(2,p),$$
and the product over $p$ gives $\tilde F_0=F_0F_2$.

**The new boundary.** At $q=1$ the folded momenta are $1$ and $3=-1$, which inversion exchanges:
$$\tilde S(1,p)=\begin{pmatrix}0&S(3,p)\\S(1,p)&0\end{pmatrix},\qquad \det\tilde S(1,p)=(-1)^N .$$
The face has $2^m$ such points, hence $\tilde F_1=(-1)^{N2^m}$. For $m\ge1$ the exponent is even and $\tilde F_1=1$. Then $\tilde F_0\tilde F_1=F_0F_2$ as well.

The individual eigenvalues on this face are fixed too. The matrix $\tilde S(1,p)$ squares to 1 and has trace zero, so at every $p$ it has $N$ eigenvalues $+1$ and $N$ eigenvalues $-1$, whatever the original bands are. When the bands of the unchanged crystal are calculated in the doubled cell, the inversion eigenvalues on the new zone-boundary face normal to $x$ therefore carry no information about $F_2$ of the original cell. This eigenvalue count is not part of the Lean code below, which treats the determinants.

## The exchange determinant in Lean

```lean
import Mathlib

open Matrix

namespace CellDoublingInversion
```

The first theorem holds over any commutative ring, with `Fintype.card n` in the role of $N$. In its proof `hs` is the shear identity, `hd` takes determinants of both sides, and `det_fromBlocks_one₁₁` performs the block elimination.

```lean
/-- An inversion that exchanges two spaces of equal dimension `N`, with `A` mapping the first
to the second and `B` mapping back so that `B A = 1`, has determinant `(-1)^N` on their sum. -/
theorem det_exchange {R n : Type*} [CommRing R] [Fintype n] [DecidableEq n]
    (A B : Matrix n n R) (h : B * A = 1) :
    (fromBlocks 0 B A 0).det = (-1) ^ Fintype.card n := by
  have hAB : A * B = 1 := mul_eq_one_comm.mp h
  -- a shear of determinant one creates an identity block in the corner
  have hs : fromBlocks 0 B A 0 * fromBlocks 1 0 A 1 = fromBlocks 1 B A 0 := by
    simp [fromBlocks_multiply, h]
  have hd := congrArg Matrix.det hs
  simpa [Matrix.det_mul, det_fromBlocks_zero₁₂, det_fromBlocks_one₁₁, hAB,
    Matrix.det_neg] using hd
```

## Bands and folding as matrices

`BandInversion m N` assigns a complex matrix to each pair $(k,p)$. Working in `ZMod 4` and `ZMod 2` builds in the periodicity of momentum, and $p$ needs no sign because $-p=p$ in `ZMod 2`.

```lean
/-- Inversion matrices of `N` bands in dimension `m + 1`. The first argument is the `x` momentum
in quarters of the reciprocal period, the second a transverse invariant momentum in halves of
the reciprocal periods; the matrix maps the bands at `k` to those at `-k`. -/
abbrev BandInversion (m N : ℕ) :=
  ZMod 4 → (Fin m → ZMod 2) → Matrix (Fin N) (Fin N) ℂ
```

The only condition imposed on these matrices is that inversion squares to one. No Hamiltonian, energy gap or continuity in momentum enters.

```lean
/-- Inverting twice, from `k` to `-k` and back, is the identity on the bands. -/
def IsInvolutive {m N : ℕ} (S : BandInversion m N) : Prop :=
  ∀ k p, S (-k) p * S k p = 1
```

A single rule gives every block of the folded matrix: the bands at $k'$ go to $-k'$ and nowhere else.

```lean
/-- The block of the inversion operator from the bands at `k'` to the bands at `k`: it vanishes
unless `k = -k'`. -/
def inversionBlock {m N : ℕ} (S : BandInversion m N) (k k' : ZMod 4)
    (p : Fin m → ZMod 2) : Matrix (Fin N) (Fin N) ℂ :=
  if k = -k' then S k' p else 0
```

The block rows and columns of $\tilde S(q,p)$ are labelled by $q$ and $q+2$, in that order. The same definition serves at the centre and at the boundary, so the different structures found there are consequences of the rule.

```lean
/-- Inversion on the `2N` bands of the cell doubled along `x`, where the old momenta `q` and
`q + 2` are folded together. The new invariant momenta are `q = 0` (zone centre) and
`q = 1` (zone boundary). -/
def foldedInversion {m N : ℕ} (S : BandInversion m N) (q : ZMod 4)
    (p : Fin m → ZMod 2) : Matrix (Fin N ⊕ Fin N) (Fin N ⊕ Fin N) ℂ :=
  fromBlocks (inversionBlock S q q p) (inversionBlock S q (q + 2) p)
    (inversionBlock S (q + 2) q p) (inversionBlock S (q + 2) (q + 2) p)
```

The next two definitions are $F_k$ and $\tilde F_q$.

```lean
/-- Product of the inversion determinants over the transverse invariant momenta at fixed `x`
momentum `k` of the original cell. -/
noncomputable def faceProduct {m N : ℕ} (S : BandInversion m N) (k : ZMod 4) : ℂ :=
  ∏ p, (S k p).det

/-- Product of the inversion determinants over the transverse invariant momenta at fixed `x`
momentum `q` of the doubled cell. -/
noncomputable def foldedFaceProduct {m N : ℕ} (S : BandInversion m N) (q : ZMod 4) : ℂ :=
  ∏ p, (foldedInversion S q p).det
```

## Centre and boundary

At the centre, `decide` settles the arithmetic modulo 4 and so determines which blocks survive. The determinant of a block-diagonal matrix then factorises.

```lean
/-- At the new zone centre the inversion determinant is the product of the determinants at the
two old invariant momenta folded there. -/
theorem det_folded_centre {m N : ℕ} (S : BandInversion m N) (p : Fin m → ZMod 2) :
    (foldedInversion S 0 p).det = (S 0 p).det * (S 2 p).det := by
  have h2 : (0 + 2 : ZMod 4) = 2 := by decide
  have e1 : inversionBlock S 0 0 p = S 0 p := if_pos (by decide)
  have e2 : inversionBlock S 0 2 p = 0 := if_neg (by decide)
  have e3 : inversionBlock S 2 0 p = 0 := if_neg (by decide)
  have e4 : inversionBlock S 2 2 p = S 2 p := if_pos (by decide)
  -- both old momenta are invariant, so the matrix is block diagonal
  unfold foldedInversion
  rw [h2, e1, e2, e3, e4, det_fromBlocks_zero₁₂]
```

At the boundary the diagonal blocks vanish. The hypothesis `hS` at $k=1$ becomes $S(3,p)S(1,p)=1$, which is what `det_exchange` requires.

```lean
/-- At the new zone boundary inversion exchanges the two folded momenta, and its determinant
is `(-1)^N` for any involutive inversion of the `N` original bands. -/
theorem det_folded_boundary {m N : ℕ} (S : BandInversion m N) (hS : IsInvolutive S)
    (p : Fin m → ZMod 2) : (foldedInversion S 1 p).det = (-1) ^ N := by
  have h3 : (1 + 2 : ZMod 4) = 3 := by decide
  have e1 : inversionBlock S 1 1 p = 0 := if_neg (by decide)
  have e2 : inversionBlock S 1 3 p = S 3 p := if_pos (by decide)
  have e3 : inversionBlock S 3 1 p = S 1 p := if_pos (by decide)
  have e4 : inversionBlock S 3 3 p = 0 := if_neg (by decide)
  have hinv : S 3 p * S 1 p = 1 := by
    have h := hS 1 p
    have hneg : (-1 : ZMod 4) = 3 := by decide
    rwa [hneg] at h
  -- only the off-diagonal blocks survive
  unfold foldedInversion
  rw [h3, e1, e2, e3, e4, det_exchange _ _ hinv, Fintype.card_fin]
```

The factor is the same at every $p$, so the face product is a power whose exponent is the number of transverse invariant momenta.

```lean
/-- For an involutive inversion of `N` bands in dimension `m + 1`, the new zone-boundary face
collects one factor `(-1)^N` from each of its `2^m` invariant momenta. -/
theorem foldedFaceProduct_boundary {m N : ℕ} (S : BandInversion m N)
    (hS : IsInvolutive S) : foldedFaceProduct S 1 = ((-1) ^ N) ^ (2 ^ m) := by
  unfold foldedFaceProduct
  rw [Finset.prod_congr rfl (fun p _ => det_folded_boundary S hS p)]
  simp [Finset.prod_const, Finset.card_univ, ZMod.card]
```

## Total product and boundary face

The main theorem states both parts of the claim, with $d\ge2$ expressed as `1 ≤ m`. Writing $m=n+1$ exhibits the exponent $N2^m$ as twice $N2^n$, which proves `hb`. The step `hc` multiplies the centre identity over all $p$.

```lean
/-- In dimension `m + 1 ≥ 2`, with an involutive inversion, doubling the cell along `x` preserves
the product of inversion determinants over all invariant momenta, while the product over the
new zone-boundary face normal to `x` is `1`. -/
theorem cell_doubling {m N : ℕ} (S : BandInversion m N) (hS : IsInvolutive S)
    (hm : 1 ≤ m) :
    foldedFaceProduct S 0 * foldedFaceProduct S 1 = faceProduct S 0 * faceProduct S 2 ∧
      foldedFaceProduct S 1 = 1 := by
  have hb : foldedFaceProduct S 1 = 1 := by
    rw [foldedFaceProduct_boundary S hS]
    -- the number of invariant momenta on the face is even
    obtain ⟨n, rfl⟩ : ∃ n, m = n + 1 := ⟨m - 1, by omega⟩
    rw [← pow_mul]
    exact Even.neg_one_pow ⟨N * 2 ^ n, by ring⟩
  have hc : foldedFaceProduct S 0 = faceProduct S 0 * faceProduct S 2 := by
    unfold foldedFaceProduct faceProduct
    rw [← Finset.prod_mul_distrib]
    exact Finset.prod_congr rfl (fun p _ => det_folded_centre S p)
  exact ⟨by rw [hb, mul_one, hc], hb⟩
```

In one dimension there is a single boundary point and nothing to pair its sign with. For odd $N$ the boundary value is then $-1$, and the total product changes sign under doubling.

```lean
/-- In one dimension, with an involutive inversion, the new zone boundary is a single point and
carries the value `(-1)^N`. -/
theorem chain_boundary {N : ℕ} (S : BandInversion 0 N) (hS : IsInvolutive S) :
    foldedFaceProduct S 1 = (-1) ^ N := by
  rw [foldedFaceProduct_boundary S hS, pow_zero, pow_one]
```

## A stack of layers that loses its index

The theorem alone leaves open whether $F_2$ was ever different from 1. An example with one band settles this: its $1\times1$ inversion matrix is $-1$ at $p=0$ and $+1$ at the other transverse invariant momenta, independently of $k$.

```lean
/-- One band of identical layers stacked along `x`: odd under inversion at transverse momentum
zero, even at the other transverse invariant momenta, whatever the `x` momentum. -/
def layerStack (m : ℕ) : BandInversion m 1 :=
  fun _ p => if p = 0 then -1 else 1
```

Exactly one factor in $F_2$ is $-1$, so $F_2=-1$, while the main theorem gives $\tilde F_1=1$. Folding has erased a nontrivial index. Since $F_0=-1$ too, the total product is $1$ before and after.

```lean
/-- The layer stack in dimension `m + 1 ≥ 2` has an involutive inversion and zone-boundary
product `-1` in the original cell, but `1` in the doubled cell. -/
theorem layerStack_witness (m : ℕ) (hm : 1 ≤ m) :
    IsInvolutive (layerStack m) ∧ faceProduct (layerStack m) 2 = -1 ∧
      foldedFaceProduct (layerStack m) 1 = 1 := by
  have hS : IsInvolutive (layerStack m) := by
    intro k p
    unfold layerStack
    split_ifs <;> simp
  refine ⟨hS, ?_, (cell_doubling _ hS hm).2⟩
  have hdet : ∀ p : Fin m → ZMod 2,
      (layerStack m 2 p).det = if p = 0 then (-1 : ℂ) else 1 := by
    intro p
    unfold layerStack
    split_ifs <;> simp
  unfold faceProduct
  rw [Finset.prod_congr rfl (fun p _ => hdet p)]
  simp

end CellDoublingInversion
```

```lean
#print axioms CellDoublingInversion.cell_doubling
#print axioms CellDoublingInversion.chain_boundary
```

```
'CellDoublingInversion.cell_doubling' depends on axioms: [propext, Classical.choice, Quot.sound]
'CellDoublingInversion.chain_boundary' depends on axioms: [propext, Classical.choice, Quot.sound]
```
